# Wick's recursion in one variable gives non-negative squares exactly when the contraction is non-negative

## Can a negative contraction come from a probability distribution?

Take one quadrature $X$ of a squeezed vacuum. Its normally ordered moments follow Wick's pairing rule, with a contraction $c$ equal to the actual variance minus the vacuum variance. For the squeezed quadrature, $c$ is negative. The rule still assigns a number to every polynomial in $X$, but I doubt that these numbers, although they are quantum expectation values of normally ordered operators, can be the averages of a real random variable.

My claim is this. Let $E$ be the linear functional on real polynomials with $E(X^{2n})=(2n-1)!!\,c^n$, where $(-1)!!=1$, and with vanishing odd moments. Then $E(p^2)\ge 0$ for every $p$ if and only if $c\ge 0$. I would like to see this proved rigorously and checked by machine, preferably without Gaussian probability densities, since none has a negative variance.

## Expanding a square in contractions

The claim is correct, and algebra suffices. The moments satisfy $E(X^{n+1})=n\,c\,E(X^{n-1})$ for $n\ge1$, and $E(X)=0$. By linearity, for every polynomial $q$,
$$E(Xq)=c\,E(q').$$

This gives an expansion valid for either sign of $c$: if $\deg p\le M$, then
$$E(pq)=\sum_{n=0}^{M}\frac{c^n}{n!}\,E(p^{(n)})\,E(q^{(n)}).$$

The proof is by induction on $M$. For $M=0$, $p$ is a constant $a$ and both sides equal $a\,E(q)$. For the step to $M+1$, write $p=Xr+a$ with $\deg r\le M$. The recursion gives
$$E(pq)=c\,E(r'q)+c\,E(rq')+a\,E(q).$$

Put $e_n=E(r^{(n)})$ and $f_n=E(q^{(n)})$. By the induction hypothesis,
$$E(r'q)=\sum_{n=0}^{M}\frac{c^n}{n!}e_{n+1}f_n,\qquad E(rq')=\sum_{n=0}^{M}\frac{c^n}{n!}e_nf_{n+1}.$$

On the other side, $p^{(n)}=Xr^{(n)}+n\,r^{(n-1)}$ for $n\ge1$, so $E(p^{(n)})=c\,e_{n+1}+n\,e_{n-1}$, while $E(p)=c\,e_1+a$. Insert these into the sum up to $M+1$. The parts with $e_{n+1}$ give $c\,E(r'q)$, because $e_{M+2}=0$. The parts with $n\,e_{n-1}$ give $c\,E(rq')$ after $n/n!=1/(n-1)!$ and a shift of index. The remainder is $a f_0=a\,E(q)$.

Now set $q=p$:
$$E(p^2)=\sum_{n=0}^{M}\frac{c^n}{n!}\,E(p^{(n)})^2.$$
For $c\ge0$ every term is non-negative. Conversely, $E(X^2)=c$, so $p=X$ violates positivity when $c<0$.

If $c>0$ and $p\ne0$ has degree $d$ and leading coefficient $a_d$, the term $n=d$ equals $d!\,c^d a_d^2>0$, so $E(p^2)$ is strictly positive.

As a numerical instance, take $p=X^2+1$ and $c=2$. Directly, $E(p^2)=12+4+1=17$; the expansion gives $3^2+0+\tfrac{4}{2}\cdot2^2=17$. At $c=-1$ the same $p$ gives $E(p^2)=3-2+1=2$, which is still positive, whereas $p=X$ gives $-1$.

```lean
import Mathlib

open Polynomial
open scoped Nat

namespace WickPositivity

noncomputable section

/-- The moments generated by Wick's recursion with contraction `c`: each step pairs one factor
of the field with one of the `n + 1` others. -/
def moment (c : ℝ) : ℕ → ℝ
  | 0 => 1
  | 1 => 0
  | n + 2 => ((n : ℝ) + 1) * c * moment c n

/-- The expectation functional on polynomials in one field variable `X` whose moments are
`moment c`. -/
def wick (c : ℝ) : ℝ[X] →ₗ[ℝ] ℝ :=
  Polynomial.lsum fun n => moment c n • LinearMap.id

/-- The expectation of the `n`-th power of the field is the `n`-th moment. -/
theorem wick_X_pow (c : ℝ) (n : ℕ) : wick c (X ^ n) = moment c n := by
  rw [← monomial_one_right_eq_X_pow, wick, lsum_apply, sum_monomial_index _ _ (by simp)]
  simp

/-- The even moments are `(2n-1)!! c^n`, with `(-1)!! = 1`, and the odd moments vanish. -/
theorem wick_moments (c : ℝ) (n : ℕ) :
    wick c (X ^ (2 * n)) = ((2 * n - 1)‼ : ℕ) * c ^ n ∧ wick c (X ^ (2 * n + 1)) = 0 := by
  rw [wick_X_pow, wick_X_pow]
  induction n with
  | zero => simp [moment]
  | succ n ih =>
    have hm : moment c (2 * (n + 1)) = (((2 * n : ℕ) : ℝ) + 1) * c * moment c (2 * n) := rfl
    have ho : moment c (2 * (n + 1) + 1)
        = (((2 * n + 1 : ℕ) : ℝ) + 1) * c * moment c (2 * n + 1) := rfl
    have hd : (2 * (n + 1) - 1)‼ = (2 * n + 1) * (2 * n - 1)‼ := by
      have h : 2 * (n + 1) - 1 = 2 * n + 1 := by omega
      rw [h]
      exact Nat.doubleFactorial_add_one _
    refine ⟨?_, by rw [ho, ih.2, mul_zero]⟩
    rw [hm, ih.1, hd]
    push_cast
    ring

/-- The expectation of a constant is that constant. -/
theorem wick_C (c a : ℝ) : wick c (C a) = a := by
  have h : (C a : ℝ[X]) = a • X ^ 0 := by rw [smul_eq_C_mul, pow_zero, mul_one]
  rw [h, map_smul, wick_X_pow]
  simp [moment]

/-- Wick's recursion: a factor `X` is contracted with each field in `q` in turn, which gives
`c` times the expectation of the derivative of `q`. -/
theorem wick_recursion (c : ℝ) (q : ℝ[X]) :
    wick c (X * q) = c * wick c (derivative q) := by
  induction q using Polynomial.induction_on' with
  | add p q hp hq =>
    rw [mul_add, map_add, hp, hq, derivative_add, map_add]
    ring
  | monomial n a =>
    have h : monomial n a = a • (X : ℝ[X]) ^ n := by
      rw [← C_mul_X_pow_eq_monomial, smul_eq_C_mul]
    rw [h, mul_smul_comm, map_smul, derivative_smul, map_smul, ← pow_succ', wick_X_pow]
    cases n with
    | zero => simp [moment]
    | succ n =>
      have hm : moment c (n + 1 + 1) = ((n : ℝ) + 1) * c * moment c n := rfl
      rw [derivative_X_pow, ← smul_eq_C_mul, map_smul, Nat.add_sub_cancel, wick_X_pow, hm]
      simp only [smul_eq_mul]
      push_cast
      ring

/-- A linear functional is `wick c` exactly when it is normalised and obeys Wick's recursion
with contraction `c`. -/
theorem eq_wick_iff (c : ℝ) (L : ℝ[X] →ₗ[ℝ] ℝ) :
    L = wick c ↔ L 1 = 1 ∧ ∀ q, L (X * q) = c * L (derivative q) := by
  constructor
  · rintro rfl
    exact ⟨by simpa using wick_C c 1, wick_recursion c⟩
  · rintro ⟨h1, hL⟩
    have hX : ∀ n : ℕ, L (X ^ n) = wick c (X ^ n) := by
      intro n
      induction n using Nat.strong_induction_on with
      | _ n ih =>
        cases n with
        | zero =>
          rw [pow_zero, h1]
          simpa using (wick_C c 1).symm
        | succ n =>
          rw [pow_succ', hL, wick_recursion, derivative_X_pow, ← smul_eq_C_mul, map_smul,
            map_smul, ih (n - 1) (by omega)]
    refine LinearMap.ext fun p => ?_
    induction p using Polynomial.induction_on' with
    | add p q hp hq => rw [map_add, map_add, hp, hq]
    | monomial n a =>
      rw [← C_mul_X_pow_eq_monomial, ← smul_eq_C_mul, map_smul, map_smul, hX]

/-- Leibniz rule for repeated differentiation of `X r + a`. -/
private lemma iterate_derivative_step (r : ℝ[X]) (a : ℝ) (n : ℕ) :
    derivative^[n + 1] (X * r + C a)
      = X * derivative^[n + 1] r + ((n : ℝ) + 1) • derivative^[n] r := by
  have hD : ∀ m : ℕ, derivative (derivative^[m] r) = derivative^[m + 1] r :=
    fun m => (Function.iterate_succ_apply' _ m r).symm
  induction n with
  | zero => simp [add_comm]
  | succ n ih =>
    rw [Function.iterate_succ_apply' _ (n + 1) (X * r + C a), ih, derivative_add,
      derivative_mul, derivative_X, derivative_smul, one_mul]
    simp only [hD]
    push_cast
    module

/-- Index shift that matches the contraction sums of successive degrees. -/
private lemma sum_shift (c a : ℝ) (e f : ℕ → ℝ) (M : ℕ) (h : e (M + 1 + 1) = 0) :
    ∑ n ∈ Finset.range (M + 1), c ^ (n + 1) / ((n + 1).factorial : ℝ) *
        ((c * e (n + 1 + 1) + ((n : ℝ) + 1) * e n) * f (n + 1)) + (c * e 1 + a) * f 0
      = c * (∑ n ∈ Finset.range (M + 1), c ^ n / (n.factorial : ℝ) * (e (n + 1) * f n)
        + ∑ n ∈ Finset.range (M + 1), c ^ n / (n.factorial : ℝ) * (e n * f (n + 1)))
        + a * f 0 := by
  have hs : ∑ n ∈ Finset.range (M + 1), c ^ n / (n.factorial : ℝ) * (e (n + 1) * f n)
      = ∑ n ∈ Finset.range (M + 1), c ^ (n + 1) / ((n + 1).factorial : ℝ) *
        (e (n + 1 + 1) * f (n + 1)) + e 1 * f 0 := by
    have A := Finset.sum_range_succ
      (fun n => c ^ n / (n.factorial : ℝ) * (e (n + 1) * f n)) (M + 1)
    have B := Finset.sum_range_succ'
      (fun n => c ^ n / (n.factorial : ℝ) * (e (n + 1) * f n)) (M + 1)
    simp only [h, zero_mul, mul_zero, add_zero] at A
    simp only [pow_zero, Nat.factorial_zero, Nat.cast_one, div_one, one_mul, zero_add] at B
    exact A.symm.trans B
  have ht : ∑ n ∈ Finset.range (M + 1), c ^ (n + 1) / ((n + 1).factorial : ℝ) *
        ((c * e (n + 1 + 1) + ((n : ℝ) + 1) * e n) * f (n + 1))
      = c * ∑ n ∈ Finset.range (M + 1), c ^ (n + 1) / ((n + 1).factorial : ℝ) *
        (e (n + 1 + 1) * f (n + 1))
        + c * ∑ n ∈ Finset.range (M + 1), c ^ n / (n.factorial : ℝ) * (e n * f (n + 1)) := by
    rw [Finset.mul_sum, Finset.mul_sum, ← Finset.sum_add_distrib]
    refine Finset.sum_congr rfl fun n _ => ?_
    have h1 : (n.factorial : ℝ) ≠ 0 := Nat.cast_ne_zero.mpr n.factorial_ne_zero
    have h2 : (n : ℝ) + 1 ≠ 0 := by positivity
    rw [Nat.factorial_succ]
    push_cast
    field_simp
    ring
  rw [ht, hs]
  ring

/-- Wick expansion of a product: the `n`-th term collects `n` contractions between `p` and `q`,
with all remaining contractions inside `p` or inside `q`. -/
theorem wick_mul (c : ℝ) (M : ℕ) : ∀ p q : ℝ[X], p.natDegree ≤ M →
    wick c (p * q) = ∑ n ∈ Finset.range (M + 1), c ^ n / (n.factorial : ℝ) *
      (wick c (derivative^[n] p) * wick c (derivative^[n] q)) := by
  induction M with
  | zero =>
    intro p q hp
    obtain ⟨a, rfl⟩ : ∃ a : ℝ, p = C a := ⟨p.coeff 0, eq_C_of_natDegree_le_zero hp⟩
    rw [← smul_eq_C_mul, map_smul]
    simp [wick_C]
  | succ M ih =>
    intro p q hp
    -- split off one field: p = X r + a
    obtain ⟨r, a, hr, rfl⟩ : ∃ (r : ℝ[X]) (a : ℝ), r.natDegree ≤ M ∧ p = X * r + C a :=
      ⟨p.divX, p.coeff 0, by rw [natDegree_divX_eq_natDegree_tsub_one]; omega,
        by rw [mul_comm, divX_mul_X_add]⟩
    have hr' : (derivative r).natDegree ≤ M := (natDegree_derivative_le r).trans (by omega)
    have hz : derivative^[M + 1 + 1] r = 0 := iterate_derivative_eq_zero (by omega)
    have w : ∀ n : ℕ, wick c (derivative^[n + 1] (X * r + C a))
        = c * wick c (derivative^[n + 1 + 1] r) + ((n : ℝ) + 1) * wick c (derivative^[n] r) := by
      intro n
      rw [iterate_derivative_step, map_add, wick_recursion, map_smul, smul_eq_mul,
        Function.iterate_succ_apply' _ (n + 1) r]
    have h0 : wick c (X * r + C a) = c * wick c (derivative r) + a := by
      rw [map_add, wick_recursion, wick_C]
    -- the split-off field is contracted either with r or with q
    have hl : wick c ((X * r + C a) * q)
        = c * (wick c (derivative r * q) + wick c (r * derivative q)) + a * wick c q := by
      rw [add_mul, map_add, mul_assoc, wick_recursion, derivative_mul, map_add,
        ← smul_eq_C_mul, map_smul, smul_eq_mul]
    have hs := sum_shift c a (fun n => wick c (derivative^[n] r))
      (fun n => wick c (derivative^[n] q)) M (by simp only [hz, map_zero])
    rw [Finset.sum_range_succ', hl, ih (derivative r) q hr', ih r (derivative q) hr]
    simp only [w, Function.iterate_zero_apply, h0, pow_zero, Nat.factorial_zero, Nat.cast_one,
      div_one, one_mul]
    exact hs.symm

/-- The expectation of the squared field is the contraction `c`. -/
theorem wick_X_sq (c : ℝ) : wick c (X ^ 2) = c := by
  rw [wick_X_pow]
  change (((0 : ℕ) : ℝ) + 1) * c * 1 = c
  simp

/-- The Wick functional gives every squared polynomial a non-negative expectation if and only if
the contraction `c` is non-negative. -/
theorem wick_sq_nonneg_iff (c : ℝ) : (∀ p : ℝ[X], 0 ≤ wick c (p ^ 2)) ↔ 0 ≤ c := by
  constructor
  · intro h
    simpa only [wick_X_sq] using h X
  · intro hc p
    rw [sq, wick_mul c p.natDegree p p le_rfl]
    exact Finset.sum_nonneg fun n _ => mul_nonneg (by positivity) (mul_self_nonneg _)

/-- The Wick functional gives every non-zero squared polynomial a strictly positive expectation
if and only if the contraction `c` is strictly positive. -/
theorem wick_sq_pos_iff (c : ℝ) : (∀ p : ℝ[X], p ≠ 0 → 0 < wick c (p ^ 2)) ↔ 0 < c := by
  constructor
  · intro h
    simpa only [wick_X_sq] using h X X_ne_zero
  · intro hc p hp
    rw [sq, wick_mul c p.natDegree p p le_rfl]
    -- the term of top order contains the leading coefficient and cannot vanish
    have hdeg : (derivative^[p.natDegree] p).natDegree ≤ 0 :=
      (natDegree_iterate_derivative p _).trans (by omega)
    have hne : wick c (derivative^[p.natDegree] p) ≠ 0 := by
      rw [eq_C_of_natDegree_le_zero hdeg, wick_C, coeff_iterate_derivative, zero_add,
        Nat.descFactorial_self, nsmul_eq_mul]
      exact mul_ne_zero (Nat.cast_ne_zero.mpr (Nat.factorial_ne_zero _))
        (leadingCoeff_ne_zero.mpr hp)
    exact Finset.sum_pos' (fun n _ => mul_nonneg (by positivity) (mul_self_nonneg _))
      ⟨p.natDegree, by simp, mul_pos (by positivity) (mul_self_pos.mpr hne)⟩

end

end WickPositivity
```

```lean
#print axioms WickPositivity.wick_moments
#print axioms WickPositivity.eq_wick_iff
#print axioms WickPositivity.wick_sq_nonneg_iff
#print axioms WickPositivity.wick_sq_pos_iff
```

```
'WickPositivity.wick_moments' depends on axioms: [propext, Classical.choice, Quot.sound]
'WickPositivity.eq_wick_iff' depends on axioms: [propext, Classical.choice, Quot.sound]
'WickPositivity.wick_sq_nonneg_iff' depends on axioms: [propext, Classical.choice, Quot.sound]
'WickPositivity.wick_sq_pos_iff' depends on axioms: [propext, Classical.choice, Quot.sound]
```

## What the Lean theorems say about the field

`ℝ[X]` is the space of real polynomials in one commuting field variable. The real number `c` stands for the contraction, the two-point value of the field with itself, and its sign is left free. `moment c` is defined by the recursion, and `wick c` is its linear extension, the functional $E$.

`wick_moments` confirms the double-factorial formula; at $n=0$ the natural-number subtraction gives `0‼ = 1`, which matches the convention $(-1)!!=1$. `eq_wick_iff` says that `wick c` is the only linear functional with $L(1)=1$ and $L(Xq)=c\,L(q')$.

`wick_sq_nonneg_iff` is the claim itself, and `wick_sq_pos_iff` is its strict version, with $p\neq0$ and $c>0$.

Operator ordering, time ordering and several modes are absent, so this concerns the one-variable form of Wick's rule. For a single quadrature, it means that normally ordered moments with $c<0$ cannot be the moments of a probability distribution on the real line, since such a distribution would make every $E(p^2)$ non-negative.

## How the proof follows the expansion

`wick_recursion` checks $E(Xq)=c\,E(q')$ on monomials and extends it by additivity. `wick_mul` is the expansion, by induction on `M`; `divX` supplies the splitting $p=Xr+a$. `iterate_derivative_step` is the Leibniz formula for $p^{(n+1)}$, and `sum_shift` does the index shift for plain real sequences `e` and `f`.

In both final theorems, the forward direction inserts `X` and uses `wick_X_sq`. The reverse direction applies `wick_mul` with both factors equal to `p`. `Finset.sum_nonneg` then settles the first theorem, and `Finset.sum_pos'` settles the second with the term at `p.natDegree`.
